# Overlap volume of two intersecting augmentation spheres

Two solid spheres of radii $R$ and $r$, with centres a distance $d>0$ apart and $|R-r|\le d\le R+r$, have in common the volume

$$V(d)=\frac{\pi\,(R+r-d)^2\,\bigl(d^2+2d(R+r)-3(R-r)^2\bigr)}{12\,d}.$$

For equal radii this becomes $\pi(4r+d)(2r-d)^2/12$.

In the projector augmented-wave (PAW) method, each atom carries an augmentation sphere, inside which the smooth wave function is corrected by atomic partial waves. The construction is set up for spheres that do not overlap, and short bonds can violate this. For a single pair of atoms, the overlap volume measures the size of the violation, and can be used to flag structures in a dataset. Pairs with $d>R+r$ have to be set to zero separately, because the closed formula gives a positive number there although the spheres are disjoint. How a given overlap volume translates into an error in the energy is a separate question, which geometry does not settle.

## From slices to two caps

Put the centres on the bond axis at heights $z=0$ (radius $R$) and $z=d$ (radius $r$). The condition $|R-r|\le d\le R+r$ already forces $R,r\ge 0$. At height $z$, a point at distance $\rho$ from the axis lies in both spheres when $\rho^2\le R^2-z^2$ and $\rho^2\le r^2-(z-d)^2$. The slice therefore has area

$$A(z)=\pi\max\bigl(0,\min(R^2-z^2,\;r^2-(z-d)^2)\bigr),\qquad V=\int_{-\infty}^{\infty}A(z)\,dz .$$

The difference of the two bounds is

$$(R^2-z^2)-(r^2-(z-d)^2)=2d\,(z_0-z),\qquad z_0=\frac{d^2+R^2-r^2}{2d}.$$

Below $z_0$ the second sphere limits the slice, and above $z_0$ the first one does. Write $s=R+r-d$ and $\delta=R-r$. Then

$$h_1=z_0-(d-r)=\frac{R^2-(d-r)^2}{2d}=\frac{s(d+\delta)}{2d}\ge 0,$$

$$h_2=R-z_0=\frac{r^2-(R-d)^2}{2d}=\frac{s(d-\delta)}{2d}\ge 0,$$

so $d-r\le z_0\le R$. For $z<d-r$ the slice misses the second sphere, and for $z>R$ it misses the first. Between these heights $-R\le d-r\le z\le R\le d+r$, so both bounds are non-negative and the maximum with zero has no effect.

The lens thus consists of two caps of heights $h_1$ and $h_2$. With $u=z-(d-r)$, the first has volume

$$\int_0^{h_1}\pi(2ru-u^2)\,du=\pi\Bigl(r h_1^2-\frac{h_1^3}{3}\Bigr),$$

and the second, in the same way, $\pi(Rh_2^2-h_2^3/3)$. Let $\sigma=R+r$, so that $r=(\sigma-\delta)/2$ and $R=(\sigma+\delta)/2$. Then

$$rh_1^2+Rh_2^2=\frac{s^2}{4d^2}\bigl[\sigma(d^2+\delta^2)-2d\delta^2\bigr],\qquad h_1^3+h_2^3=\frac{s^3}{4d^2}(d^2+3\delta^2).$$

Adding the caps and using $s=\sigma-d$ in one factor of the cubic term gives

$$V=\frac{\pi s^2}{12d^2}\bigl[3\sigma(d^2+\delta^2)-6d\delta^2-(\sigma-d)(d^2+3\delta^2)\bigr]=\frac{\pi s^2}{12d}\bigl[d^2+2d\sigma-3\delta^2\bigr],$$

which is the stated formula.

## Containment and the change with bond length

If $r\ge 0$, $d\ge 0$ and $d+r\le R$, the second sphere lies inside the first. For $z\le d+r$,

$$(R^2-z^2)-(r^2-(z-d)^2)\ge (d+r)^2-r^2+d^2-2d(d+r)=0,$$

so the inner sphere limits every slice, and

$$V=\int_{d-r}^{d+r}\pi\bigl(r^2-(z-d)^2\bigr)dz=\frac{4\pi r^3}{3}.$$

For strict intersection, $|R-r|<d<R+r$, differentiate the closed formula. With $q=d^2+2d\sigma-3\delta^2$,

$$V'(d)=\frac{\pi s}{12d^2}\bigl[-2dq+2sd(d+\sigma)-sq\bigr]=-\frac{\pi s(\sigma+d)}{12d^2}\,(q-2sd)=-\frac{\pi s(\sigma+d)(d^2-\delta^2)}{4d^2},$$

because $2d+s=\sigma+d$ and $q-2sd=3(d^2-\delta^2)$. On the other hand,

$$R^2-z_0^2=(R-z_0)(R+z_0)=\frac{s(d-\delta)}{2d}\cdot\frac{(d+\delta)(d+\sigma)}{2d}.$$

Hence $V'(d)=-\pi(R^2-z_0^2)$. The spheres' surfaces meet in a circle of squared radius $R^2-z_0^2$, so stretching the bond reduces the overlap at a rate equal to the area of the disc that this circle bounds.

## The lens and its slices in Lean

Space is modelled as `ℂ × ℝ`: a complex number for the transverse position and a real number for the height along the bond axis.

```lean
import Mathlib

open MeasureTheory Set
open scoped Real Topology

namespace AugmentationSphereOverlap

noncomputable section
```

The set `sphereLens R r d` is the intersection of two solid balls, with boundaries included. "Sphere" has this solid sense throughout, as it does in PAW usage. The balls are defined by sums of squares, which give the Euclidean distance.

```lean
/-- The region common to two solid spheres of radii `R` and `r` whose centres lie at heights
`0` and `d` on the bond axis; a point is a transverse position in `ℂ` and a height in `ℝ`. -/
def sphereLens (R r d : ℝ) : Set (ℂ × ℝ) :=
  {p | ‖p.1‖ ^ 2 + p.2 ^ 2 ≤ R ^ 2} ∩ {p | ‖p.1‖ ^ 2 + (p.2 - d) ^ 2 ≤ r ^ 2}
```

The next three definitions are $A(z)$, $V(d)$ and $z_0$. The integral in `lensVolume` runs over the whole real line.

```lean
/-- The area `π max(0, min(R² - z², r² - (z - d)²))` assigned to the slice at height `z`. -/
def sliceArea (R r d z : ℝ) : ℝ :=
  π * max 0 (min (R ^ 2 - z ^ 2) (r ^ 2 - (z - d) ^ 2))

/-- The overlap volume, as the integral of the slice area along the bond axis. -/
def lensVolume (R r d : ℝ) : ℝ := ∫ z, sliceArea R r d z

/-- For `d ≠ 0`, the height `z` at which `R² - z²` and `r² - (z - d)²` are equal. -/
def radicalPlane (R r d : ℝ) : ℝ := (d ^ 2 + R ^ 2 - r ^ 2) / (2 * d)
```

## The integral is a three-dimensional volume

The theorem `volume_slice` identifies `sliceArea` with the Lebesgue area of the cross-section. Measures in Mathlib take values in the extended non-negative reals, and `ENNReal.ofReal` converts the real area to that type. The proof writes the cross-section as $\{w:|w|^2\le m\}$, where $m$ is the smaller of the two bounds. If $m\ge 0$, this is a disc of radius $\sqrt m$ and area $\pi m$; if $m<0$, it is empty.

```lean
/-- The cross-section of the lens at height `z` has Lebesgue area `sliceArea R r d z`. -/
theorem volume_slice (R r d z : ℝ) :
    volume {w : ℂ | (w, z) ∈ sphereLens R r d} = ENNReal.ofReal (sliceArea R r d z) := by
  have hset : {w : ℂ | (w, z) ∈ sphereLens R r d} =
      {w : ℂ | ‖w‖ ^ 2 ≤ min (R ^ 2 - z ^ 2) (r ^ 2 - (z - d) ^ 2)} := by
    ext w
    simp only [sphereLens, mem_inter_iff, Set.mem_ofPred_eq, le_min_iff]
    constructor <;> rintro ⟨h1, h2⟩ <;> constructor <;> linarith
  rw [hset]
  unfold sliceArea
  generalize min (R ^ 2 - z ^ 2) (r ^ 2 - (z - d) ^ 2) = m
  rcases le_or_gt 0 m with hm | hm
  · -- a disc of radius `√m`
    have hball : {w : ℂ | ‖w‖ ^ 2 ≤ m} = Metric.closedBall 0 (√m) := by
      ext w
      simp only [Set.mem_ofPred_eq, mem_closedBall_zero_iff]
      rw [← pow_le_pow_iff_left₀ (norm_nonneg w) (Real.sqrt_nonneg m) two_ne_zero,
        Real.sq_sqrt hm]
    have hpi : ((NNReal.pi : NNReal) : ENNReal) = ENNReal.ofReal π :=
      (ENNReal.ofReal_eq_coe_nnreal Real.pi_pos.le).symm
    rw [hball, Complex.volume_closedBall, hpi, ← ENNReal.ofReal_pow (Real.sqrt_nonneg m),
      Real.sq_sqrt hm, ← ENNReal.ofReal_mul hm, max_eq_right hm, mul_comm]
  · -- the plane misses the lens
    have hempty : {w : ℂ | ‖w‖ ^ 2 ≤ m} = ∅ := by
      ext w
      simp only [Set.mem_ofPred_eq, mem_empty_iff_false, iff_false, not_le]
      exact hm.trans_le (sq_nonneg _)
    rw [hempty, max_eq_left hm.le]
    simp
```

Two facts about the slice area are needed for the integration. It vanishes at heights outside either sphere, and it is continuous in $z$.

```lean
/-- The slice area vanishes at any height that is not strictly inside both spheres. -/
theorem sliceArea_eq_zero {R r d z : ℝ} (h : R ^ 2 ≤ z ^ 2 ∨ r ^ 2 ≤ (z - d) ^ 2) :
    sliceArea R r d z = 0 := by
  have hm : min (R ^ 2 - z ^ 2) (r ^ 2 - (z - d) ^ 2) ≤ 0 := by
    rcases h with h | h
    · exact (min_le_left _ _).trans (by linarith)
    · exact (min_le_right _ _).trans (by linarith)
  unfold sliceArea
  rw [max_eq_left hm, mul_zero]

theorem continuous_sliceArea (R r d : ℝ) : Continuous (sliceArea R r d) := by
  unfold sliceArea
  fun_prop
```

The theorem `volume_sphereLens` then states that the three-dimensional Lebesgue measure of the lens is `lensVolume R r d`, for all real $R$, $r$ and $d$. The lens is closed and hence measurable. The slice area is continuous and vanishes outside $[d-|r|,d+|r|]$, so it is integrable. Tonelli's theorem, in the form `Measure.prod_apply_symm`, cuts the lens perpendicular to the bond axis, and `volume_slice` supplies the area of each cut.

```lean
/-- The three-dimensional Lebesgue volume of the lens is the integral of its slice areas. -/
theorem volume_sphereLens (R r d : ℝ) :
    volume (sphereLens R r d) = ENNReal.ofReal (lensVolume R r d) := by
  have hmeas : MeasurableSet (sphereLens R r d) := by
    unfold sphereLens
    exact (IsClosed.inter (isClosed_le (by fun_prop) (by fun_prop))
      (isClosed_le (by fun_prop) (by fun_prop))).measurableSet
  have hint : Integrable (sliceArea R r d) := by
    apply (continuous_sliceArea R r d).integrable_of_hasCompactSupport
    apply HasCompactSupport.intro (isCompact_Icc (a := d - |r|) (b := d + |r|))
    intro z hz
    apply sliceArea_eq_zero
    right
    by_contra hlt
    have h := abs_lt.mp (sq_lt_sq.mp (not_le.mp hlt))
    exact hz ⟨by linarith [h.1], by linarith [h.2]⟩
  have hnn : ∀ z, 0 ≤ sliceArea R r d z := fun z =>
    mul_nonneg Real.pi_pos.le (le_max_left _ _)
  -- slice the lens perpendicular to the bond axis
  rw [Measure.volume_eq_prod, Measure.prod_apply_symm hmeas]
  unfold lensVolume
  rw [ofReal_integral_eq_lintegral_ofReal hint (ae_of_all _ hnn)]
  exact lintegral_congr fun z => volume_slice R r d z
```

## The closed formula

Both caps are integrals of $\pi(s^2-(z-c)^2)$ between two heights. In this lemma `s` is a sphere's radius and `c` the height of its centre, not the $s=R+r-d$ used above. The proof differentiates an antiderivative and applies the fundamental theorem of calculus.

```lean
/-- The integral of `π (s² - (z - c)²)` between two heights `a` and `b`. -/
theorem slab_integral (s c a b : ℝ) :
    ∫ z in a..b, π * (s ^ 2 - (z - c) ^ 2) =
      π * (s ^ 2 * (b - a) - ((b - c) ^ 3 - (a - c) ^ 3) / 3) := by
  have h : ∀ z ∈ uIcc a b, HasDerivAt (fun z => π * (s ^ 2 * z - (z - c) ^ 3 / 3))
      (π * (s ^ 2 - (z - c) ^ 2)) z := by
    intro z _
    have h1 : HasDerivAt (fun z => (z - c) ^ 3) (3 * (z - c) ^ 2) z := by
      simpa using ((hasDerivAt_id' z).sub_const c).fun_pow 3
    exact ((((hasDerivAt_id' z).const_mul (s ^ 2)).fun_sub (h1.div_const 3)).const_mul
      π).congr_deriv (by ring)
  rw [intervalIntegral.integral_eq_sub_of_hasDerivAt h
    (Continuous.intervalIntegrable (by fun_prop) _ _)]
  ring
```

The hypotheses of `lensVolume_eq` are those of the opening claim: `hd` is $d>0$, `hlo` is $|R-r|\le d$ and `hhi` is $d\le R+r$. Both tangent positions are included. At $d=R+r$ the volume is zero, and at $d=|R-r|>0$ one cap has height zero and the other is the whole smaller ball.

The steps `hz1` and `hz2` establish $d-r\le z_0\le R$; the products handed to `nlinarith` are the numerators of $h_1$ and $h_2$ in factored form. The step `hsupp` restricts the integral to $[d-r,R]$. Next, `e1` and `e2` determine which sphere limits the slice on each side of $z_0$, and `I1` and `I2` carry this over to the integrals. After the split at $z_0$, `slab_integral` evaluates both caps, with $c=d$ and $c=0$, and `field_simp` and `ring` carry out the closing algebra.

```lean
/-- Overlap volume of two spheres of radii `R` and `r` at centre distance `d > 0`, when
`|R - r| ≤ d ≤ R + r`. -/
theorem lensVolume_eq {R r d : ℝ} (hd : 0 < d) (hlo : |R - r| ≤ d) (hhi : d ≤ R + r) :
    lensVolume R r d =
      π * (R + r - d) ^ 2 * (d ^ 2 + 2 * d * (R + r) - 3 * (R - r) ^ 2) / (12 * d) := by
  obtain ⟨hb, hc⟩ := abs_le.mp hlo
  have ha : 0 ≤ R + r - d := by linarith
  have hb' : 0 ≤ R + d - r := by linarith
  have hc' : 0 ≤ r + d - R := by linarith
  have hd0 : d ≠ 0 := hd.ne'
  have hz1 : d - r ≤ radicalPlane R r d := by
    unfold radicalPlane
    rw [le_div_iff₀ (by positivity)]
    nlinarith [mul_nonneg ha hb']
  have hz2 : radicalPlane R r d ≤ R := by
    unfold radicalPlane
    rw [div_le_iff₀ (by positivity)]
    nlinarith [mul_nonneg ha hc']
  have hz0 : 2 * d * radicalPlane R r d = d ^ 2 + R ^ 2 - r ^ 2 := by
    unfold radicalPlane
    exact mul_div_cancel₀ _ (by positivity)
  -- the lens extends from `d - r` to `R`
  have hsupp : lensVolume R r d = ∫ z in (d - r)..R, sliceArea R r d z := by
    unfold lensVolume
    rw [intervalIntegral.integral_of_le (hz1.trans hz2)]
    refine (setIntegral_eq_integral_of_forall_compl_eq_zero fun z hz => ?_).symm
    apply sliceArea_eq_zero
    rcases le_or_gt z (d - r) with h | h
    · right; nlinarith
    · left
      have : R < z := not_le.mp fun h' => hz ⟨h, h'⟩
      nlinarith
  -- below the radical plane the second sphere limits the slice, above it the first
  have e1 : ∀ z ∈ Icc (d - r) (radicalPlane R r d),
      sliceArea R r d z = π * (r ^ 2 - (z - d) ^ 2) := by
    intro z hz
    have h := mul_le_mul_of_nonneg_left hz.2 (by positivity : 0 ≤ 2 * d)
    unfold sliceArea
    rw [min_eq_right (by nlinarith), max_eq_right]
    nlinarith [mul_nonneg (by linarith [hz.1] : 0 ≤ r + (z - d))
      (by linarith [hz.2] : 0 ≤ r - (z - d))]
  have e2 : ∀ z ∈ Icc (radicalPlane R r d) R,
      sliceArea R r d z = π * (R ^ 2 - (z - 0) ^ 2) := by
    intro z hz
    have h := mul_le_mul_of_nonneg_left hz.1 (by positivity : 0 ≤ 2 * d)
    unfold sliceArea
    rw [sub_zero, min_eq_left (by nlinarith), max_eq_right]
    nlinarith [mul_nonneg (by linarith [hz.1] : 0 ≤ R + z) (by linarith [hz.2] : 0 ≤ R - z)]
  have I1 : ∫ z in (d - r)..(radicalPlane R r d), sliceArea R r d z =
      ∫ z in (d - r)..(radicalPlane R r d), π * (r ^ 2 - (z - d) ^ 2) :=
    intervalIntegral.integral_congr fun z hz => e1 z (by rwa [uIcc_of_le hz1] at hz)
  have I2 : ∫ z in (radicalPlane R r d)..R, sliceArea R r d z =
      ∫ z in (radicalPlane R r d)..R, π * (R ^ 2 - (z - 0) ^ 2) :=
    intervalIntegral.integral_congr fun z hz => e2 z (by rwa [uIcc_of_le hz2] at hz)
  have hcont := continuous_sliceArea R r d
  rw [hsupp, ← intervalIntegral.integral_add_adjacent_intervals
    (hcont.intervalIntegrable (d - r) (radicalPlane R r d))
    (hcont.intervalIntegrable (radicalPlane R r d) R), I1, I2, slab_integral, slab_integral]
  unfold radicalPlane
  field_simp
  ring
```

## Containment and the derivative in Lean

In `lensVolume_of_contained` the sphere of radius `r` is the inner one, and concentric spheres, $d=0$, are allowed. The proof has the same structure with a single piece: `e` shows that the inner sphere limits every slice, and one use of `slab_integral` gives the ball volume.

```lean
/-- If a sphere of radius `r ≥ 0` lies inside the sphere of radius `R`, that is `0 ≤ d` and
`d + r ≤ R`, the overlap volume is `4πr³/3`. -/
theorem lensVolume_of_contained {R r d : ℝ} (hr : 0 ≤ r) (hd : 0 ≤ d) (h : d + r ≤ R) :
    lensVolume R r d = 4 / 3 * π * r ^ 3 := by
  have hle : d - r ≤ d + r := by linarith
  have hsupp : lensVolume R r d = ∫ z in (d - r)..(d + r), sliceArea R r d z := by
    unfold lensVolume
    rw [intervalIntegral.integral_of_le hle]
    refine (setIntegral_eq_integral_of_forall_compl_eq_zero fun z hz => ?_).symm
    apply sliceArea_eq_zero
    right
    rcases le_or_gt z (d - r) with h1 | h1
    · nlinarith
    · have : d + r < z := not_le.mp fun h' => hz ⟨h1, h'⟩
      nlinarith
  -- the inner sphere limits every slice
  have e : ∀ z ∈ Icc (d - r) (d + r), sliceArea R r d z = π * (r ^ 2 - (z - d) ^ 2) := by
    intro z hz
    have h1 := mul_le_mul_of_nonneg_left hz.2 hd
    have h2 : (d + r) ^ 2 ≤ R ^ 2 := pow_le_pow_left₀ (by linarith) h 2
    unfold sliceArea
    rw [min_eq_right (by nlinarith), max_eq_right]
    nlinarith [mul_nonneg (by linarith [hz.1] : 0 ≤ r + (z - d))
      (by linarith [hz.2] : 0 ≤ r - (z - d))]
  have I : ∫ z in (d - r)..(d + r), sliceArea R r d z =
      ∫ z in (d - r)..(d + r), π * (r ^ 2 - (z - d) ^ 2) :=
    intervalIntegral.integral_congr fun z hz => e z (by rwa [uIcc_of_le hle] at hz)
  rw [hsupp, I, slab_integral]
  ring
```

In `hasDerivAt_lensVolume`, `lensVolume R r` is regarded as a function of the centre distance at fixed radii. The inequalities are strict, so the closed formula holds throughout a neighbourhood of $d$; this is the step `ev`. The terms `h1` to `h4` differentiate the formula by the product and quotient rules, and the final algebra brings the result to the form $-\pi(R^2-z_0^2)$.

The radii stay fixed as the bond changes, as they do for a given pair of PAW datasets. With three or more atoms, the sum of pair volumes counts a region shared by three spheres more than once.

```lean
/-- For `|R - r| < d < R + r`, the derivative of the overlap volume with respect to the centre
distance is minus the area of the disc bounded by the circle where the spheres intersect. -/
theorem hasDerivAt_lensVolume {R r d : ℝ} (hlo : |R - r| < d) (hhi : d < R + r) :
    HasDerivAt (lensVolume R r) (-(π * (R ^ 2 - radicalPlane R r d ^ 2))) d := by
  have hd : 0 < d := (abs_nonneg _).trans_lt hlo
  have hd0 : d ≠ 0 := hd.ne'
  have h1 : HasDerivAt (fun t => (R + r - t) ^ 2) (-(2 * (R + r - d))) d := by
    simpa using ((hasDerivAt_id' d).const_sub (R + r)).fun_pow 2
  have h2 : HasDerivAt (fun t => t ^ 2 + 2 * t * (R + r) - 3 * (R - r) ^ 2)
      (2 * d + 2 * (R + r)) d := by
    simpa using ((hasDerivAt_pow 2 d).fun_add
      (((hasDerivAt_id' d).const_mul (2 : ℝ)).mul_const (R + r))).sub_const (3 * (R - r) ^ 2)
  have h3 : HasDerivAt (fun t : ℝ => 12 * t) 12 d := by
    simpa using (hasDerivAt_id' d).const_mul (12 : ℝ)
  have h4 := ((h1.const_mul π).fun_mul h2).fun_div h3 (by positivity)
  -- the closed formula holds throughout a neighbourhood of `d`
  have ev : lensVolume R r =ᶠ[𝓝 d] fun t =>
      π * (R + r - t) ^ 2 * (t ^ 2 + 2 * t * (R + r) - 3 * (R - r) ^ 2) / (12 * t) := by
    filter_upwards [Ioo_mem_nhds hlo hhi] with t ht
    exact lensVolume_eq ((abs_nonneg _).trans_lt ht.1) ht.1.le ht.2.le
  refine (h4.congr_of_eventuallyEq ev).congr_deriv ?_
  unfold radicalPlane
  field_simp
  ring

end

end AugmentationSphereOverlap
```

```lean
#print axioms AugmentationSphereOverlap.volume_sphereLens
#print axioms AugmentationSphereOverlap.lensVolume_of_contained
#print axioms AugmentationSphereOverlap.hasDerivAt_lensVolume
```

```
'AugmentationSphereOverlap.volume_sphereLens' depends on axioms: [propext, Classical.choice, Quot.sound]
'AugmentationSphereOverlap.lensVolume_of_contained' depends on axioms: [propext, Classical.choice, Quot.sound]
'AugmentationSphereOverlap.hasDerivAt_lensVolume' depends on axioms: [propext, Classical.choice, Quot.sound]
```
